# Mean potential energy of a periodic Morse motion is at most aD times the mean displacement

A classical particle moves in one dimension in the Morse potential V(x) = D(1 − e^(−ax))², where x is the displacement from the equilibrium bond length, and its motion repeats after a time T. For positive a, D and T, `MorseMotion.mean_potential_le` states that the time average of V over the interval from 0 to T is at most aD times the time average of x. The attempt starts from 1 − e^(−ax) ≤ ax, which gives V(x) ≤ aDx + D(e^(−2ax) − e^(−ax)) at each instant, and integrates this over the period. The exponential terms then cancel, because the total impulse over a period is zero and the two exponentials therefore have equal integrals.

In Lean, a first try:

```lean
import Mathlib

open Real

namespace MorseBondLengthening

noncomputable section

/-- The Morse potential with well depth `D` and range parameter `a`, as a function of the
displacement `x` from the equilibrium bond length. -/
def morseV (D a x : ℝ) : ℝ := D * (1 - exp (-a * x)) ^ 2

/-- The Morse force at displacement `x`. -/
def morseForce (D a x : ℝ) : ℝ := -2 * a * D * (exp (-a * x) - exp (-2 * a * x))

/-- The average of `f` over the time interval from `0` to `T`. -/
def timeMean (T : ℝ) (f : ℝ → ℝ) : ℝ := (∫ t in (0 : ℝ)..T, f t) / T

/-- A motion `x` with velocity `v` of a mass `m` that obeys Newton's equation with the Morse
force and repeats itself after the time `T`. -/
structure MorseMotion (m D a T : ℝ) (x v : ℝ → ℝ) : Prop where
  velocity : ∀ t, HasDerivAt x (v t) t
  newton : ∀ t, HasDerivAt (fun s => m * v s) (morseForce D a (x t)) t
  periodic : Function.Periodic x T

lemma exp_two (a x : ℝ) : exp (-2 * a * x) = exp (-a * x) ^ 2 := by
  rw [sq, ← Real.exp_add]
  congr 1
  ring

variable {m D a T : ℝ} {x v : ℝ → ℝ}

lemma MorseMotion.continuous (h : MorseMotion m D a T x v) : Continuous x :=
  continuous_iff_continuousAt.mpr fun t => (h.velocity t).continuousAt

/-- The velocity of a periodic Morse motion has the same period as the displacement. -/
theorem MorseMotion.velocity_periodic (h : MorseMotion m D a T x v) :
    Function.Periodic v T := by
  intro t
  have h1 : HasDerivAt (fun s => x (s + T)) (v (t + T)) t :=
    (h.velocity (t + T)).comp_add_const t T
  have h2 : (fun s => x (s + T)) = x := funext h.periodic
  rw [h2] at h1
  exact h1.unique (h.velocity t)

/-- Over one period the integrals of `exp (-a x)` and `exp (-2 a x)` are equal. -/
theorem MorseMotion.integral_exp_eq (h : MorseMotion m D a T x v) (ha : 0 < a) (hD : 0 < D) :
    ∫ t in (0 : ℝ)..T, exp (-a * x t) = ∫ t in (0 : ℝ)..T, exp (-2 * a * x t) := by
  have hc := h.continuous
  have c1 : Continuous fun t => exp (-a * x t) := by fun_prop
  have c2 : Continuous fun t => exp (-2 * a * x t) := by fun_prop
  have cF : Continuous fun t => morseForce D a (x t) := by
    unfold morseForce
    fun_prop
  -- the momentum returns to its initial value, so the total impulse vanishes
  have hF : ∫ t in (0 : ℝ)..T, morseForce D a (x t) = 0 := by
    rw [intervalIntegral.integral_eq_sub_of_hasDerivAt (fun t _ => h.newton t)
      (cF.intervalIntegrable _ _)]
    have hv := h.velocity_periodic 0
    rw [zero_add] at hv
    simp only [hv, sub_self]
  have hs : ∫ t in (0 : ℝ)..T, morseForce D a (x t) = -2 * a * D *
      ((∫ t in (0 : ℝ)..T, exp (-a * x t)) - ∫ t in (0 : ℝ)..T, exp (-2 * a * x t)) := by
    rw [← intervalIntegral.integral_sub (c1.intervalIntegrable _ _)
      (c2.intervalIntegrable _ _), ← intervalIntegral.integral_const_mul]
    rfl
  have hne : -2 * a * D ≠ 0 := mul_ne_zero (mul_ne_zero (by norm_num) ha.ne') hD.ne'
  rw [hs] at hF
  exact sub_eq_zero.mp ((mul_eq_zero.mp hF).resolve_left hne)

/-- The mean potential energy is at most `a D` times the mean displacement. -/
theorem MorseMotion.mean_potential_le (h : MorseMotion m D a T x v)
    (ha : 0 < a) (hD : 0 < D) (hT : 0 < T) :
    timeMean T (fun t => morseV D a (x t)) ≤ a * D * timeMean T x := by
  have hc := h.continuous
  have c1 : Continuous fun t => exp (-a * x t) := by fun_prop
  have c2 : Continuous fun t => exp (-2 * a * x t) := by fun_prop
  have c3 : Continuous fun t => a * D * x t := by fun_prop
  have c4 : Continuous fun t => D * (exp (-2 * a * x t) - exp (-a * x t)) := by fun_prop
  have cV : Continuous fun t => morseV D a (x t) := by
    unfold morseV
    fun_prop
  -- pointwise bound from 1 - exp (-a x) ≤ a x
  have hp : ∀ t, morseV D a (x t) ≤
      a * D * x t + D * (exp (-2 * a * x t) - exp (-a * x t)) := by
    intro t
    have h1 := mul_le_mul_of_nonneg_left (Real.add_one_le_exp (-a * x t)) hD.le
    rw [exp_two]
    unfold morseV
    nlinarith [h1]
  have hle := intervalIntegral.integral_mono hT.le (cV.intervalIntegrable 0 T)
    ((c3.add c4).intervalIntegrable 0 T) hp
  have he : ∫ t in (0 : ℝ)..T, (a * D * x t + D * (exp (-2 * a * x t) - exp (-a * x t)))
      = a * D * ∫ t in (0 : ℝ)..T, x t := by
    rw [intervalIntegral.integral_add (c3.intervalIntegrable _ _) (c4.intervalIntegrable _ _),
      intervalIntegral.integral_const_mul, intervalIntegral.integral_const_mul,
      intervalIntegral.integral_sub (c2.intervalIntegrable _ _) (c1.intervalIntegrable _ _),
      h.integral_exp_eq ha hD, sub_self, mul_zero, add_zero]
  have hle' : ∫ t in (0 : ℝ)..T, morseV D a (x t) ≤ a * D * ∫ t in (0 : ℝ)..T, x t :=
    hle.trans (le_of_eq he)
  unfold timeMean
  rw [← mul_div_assoc]
  exact div_le_div_of_nonneg_right hle' hT.le

end

end MorseBondLengthening
```

Messages:

```
Main.lean:91:52: error: typeclass instance problem is stuck
  MeasureTheory.IsLocallyFiniteMeasure ?m.373

Note: Lean will not try to resolve this typeclass instance problem because the fourth type argument to `MeasureTheory.IsLocallyFiniteMeasure` is a metavariable. This argument must be fully determined before Lean will try to resolve the typeclass.

Hint: Adding type annotations and supplying implicit arguments to functions can give Lean more information for typeclass resolution. For example, if you have a variable `x` that you intend to be a `Nat`, but Lean reports it as having an unresolved type like `?m`, replacing `x` with `(x : Nat)` can get typeclass resolution un-stuck.
```

Cause. The error is at `cV.intervalIntegrable 0 T`, in the step that integrates the pointwise bound. Mathlib's interval integrals can be taken with respect to any measure, and `intervalIntegral.integral_mono` leaves the measure implicit. A continuous function is interval integrable if the measure is locally finite, so Lean has to find an instance of `MeasureTheory.IsLocallyFiniteMeasure`. But `hle` was introduced without a stated type, and neither the continuity facts nor the pointwise bound `hp` mentions a measure. It stayed a metavariable, `?m.373`, and the instance search was stuck.

The repair writes out the inequality that `hle` is to prove. An integral written `∫ t in (0 : ℝ)..T, …` with no measure named is taken with respect to `volume`, so the stated type fixes the measure, and Lean can find the instance. The proof term itself is unchanged apart from its layout.

Fix (accepted with no message):

```diff
@@ -89,6 +89,8 @@
     unfold morseV
     nlinarith [h1]
-  have hle := intervalIntegral.integral_mono hT.le (cV.intervalIntegrable 0 T)
-    ((c3.add c4).intervalIntegrable 0 T) hp
+  have hle : ∫ t in (0 : ℝ)..T, morseV D a (x t) ≤
+      ∫ t in (0 : ℝ)..T, (a * D * x t + D * (exp (-2 * a * x t) - exp (-a * x t))) :=
+    intervalIntegral.integral_mono hT.le (cV.intervalIntegrable 0 T)
+      ((c3.add c4).intervalIntegrable 0 T) hp
   have he : ∫ t in (0 : ℝ)..T, (a * D * x t + D * (exp (-2 * a * x t) - exp (-a * x t)))
       = a * D * ∫ t in (0 : ℝ)..T, x t := by
```
